# Closed 2n-step walks on the diamond lattice are counted by a sum of squared multinomial coefficients

## A sixth moment that comes out too small

Suppose we count the closed walks on diamond as if its bonds formed a tree, with four neighbours per atom and no rings. In the model with one orbital per atom, zero on-site energy and nearest-neighbour hopping $t$, this gives the correct second and fourth moments of the local density of states, but the sixth comes out as $232\,t^6$ instead of $256\,t^6$. The missing 24 walks run around six-membered rings. An exact count of the higher moments has to include the longer rings of the lattice as well, and for diamond there is an explicit formula that does so.

## Atoms, bonds and hopping

An atom is a pair $(s,r)$ of a sublattice $s\in\{A,B\}$ and a primitive fcc cell $r=(r_0,r_1,r_2)\in\mathbb Z^3$. It has four bonds $i=0,1,2,3$. A step along bond $i$ changes the sublattice and moves the cell by $\sigma_s d_i$, where $\sigma_A=-1$, $\sigma_B=+1$, $d_0=0$, and $d_1,d_2,d_3$ are the unit vectors of $\mathbb Z^3$.

With one orbital per atom and zero on-site energy, the Hamiltonian acts on an amplitude $\psi$ by
$$(H\psi)(x)=t\sum_{i=0}^{3}\psi(x_i),$$
where $x_i$ is the neighbour of $x$ along bond $i$. The $m$-th moment of the local density of states at $x$ is $\mu_m=\langle x|H^m|x\rangle$.

## The statement

For every atom and every $n\ge 0$,
$$\mu_{2n}=t^{2n}\sum_{k_0+k_1+k_2+k_3=n}\left(\frac{n!}{k_0!\,k_1!\,k_2!\,k_3!}\right)^2,\qquad \mu_{2n+1}=0,$$
and the sum is the number of closed walks of $2n$ steps.

For this non-interacting model on the infinite lattice, these are exact values against which a recursion or moment-expansion code for the density of states can be compared.

## Derivation

**Moments are walks.** Applying $H$ once sums over the first bond. By induction, $(H^m\psi)(x)$ is $t^m$ times the sum of $\psi$ over the end points of all $m$-step walks from $x$. If $\psi$ is 1 at $x$ and 0 elsewhere, only closed walks contribute. Each step changes the sublattice, so no walk with an odd number of steps closes.

**Two steps at a time.** A step along $i$ followed by one along $j$ leads from $(s,r)$ to $(s,\,r+\sigma_s(d_i-d_j))$. Split a walk of $2n$ steps into the sequence $u$ of bonds taken when leaving sublattice $s$ and the sequence $v$ of bonds taken when returning to it, each of length $n$. Let $N_i(u)$ be the number of times bond $i$ occurs in $u$. The final cell has the coordinates
$$r_a+\sigma_s\bigl(N_{a+1}(u)-N_{a+1}(v)\bigr),\qquad a=0,1,2.$$

**Closure.** The walk closes exactly when $N_i(u)=N_i(v)$ for $i=1,2,3$. Both sequences have length $n$, so $N_0(u)=N_0(v)$ follows.

**Sequences with given occupations.** Let $W_n(k)$ be the number of $n$-bond sequences with occupations $k$, where $\sum_i k_i=n$. We show $W_n(k)\prod_i k_i!=n!$ by induction. For $n=0$ there is one empty sequence, and both sides are 1. For length $n+1$, consider the sequences that begin with bond $i$. If $k_i=0$ there are none. Otherwise the remaining $n$ bonds have occupations $k'$, which is $k$ with $k_i$ lowered by one, and $\prod_a k_a!=k_i\prod_a k'_a!$. In both cases the contribution to $W_{n+1}(k)\prod_a k_a!$ is $k_i\,n!$. Summing over $i$ gives $(n+1)\,n!=(n+1)!$.

**Pairs.** For each $k$ there are $W_n(k)$ choices of $u$ and, independently, $W_n(k)$ choices of $v$. Summing $W_n(k)^2$ over $k$ gives the formula.

## The sixth moment by hand

For $n=3$ the occupations fall into three classes:

| Occupations, up to order | Number of $k$ | Multinomial | Contribution |
|---|---|---|---|
| $3,0,0,0$ | 4 | 1 | 4 |
| $2,1,0,0$ | 12 | 3 | 108 |
| $1,1,1,0$ | 4 | 6 | 144 |

The total is 256, so $\mu_6=256\,t^6$.

## The Lean file

```lean
import Mathlib

open Finset
open scoped Nat

namespace DiamondMoments

/-- An atom of diamond: its sublattice (`false` for A, `true` for B) and its primitive fcc cell. -/
abbrev Atom := Bool × (Fin 3 → ℤ)

/-- Sign of the cell shift along a bond, opposite on the two sublattices. -/
def sgn : Bool → ℤ
  | false => -1
  | true => 1

/-- Cell shifts of the four bonds, in primitive lattice coordinates. -/
def shift : Fin 4 → Fin 3 → ℤ := ![![0, 0, 0], ![1, 0, 0], ![0, 1, 0], ![0, 0, 1]]

/-- The neighbour reached from atom `x` along bond `i`. -/
def step (x : Atom) (i : Fin 4) : Atom := (!x.1, fun a => x.2 a + sgn x.1 * shift i a)

/-- Cartesian position of an atom, in units of a quarter of the cubic lattice constant. -/
def position (x : Atom) : Fin 3 → ℤ :=
  let b : ℤ := if x.1 then 1 else 0
  ![2 * (x.2 1 + x.2 2) + b, 2 * (x.2 0 + x.2 2) + b, 2 * (x.2 0 + x.2 1) + b]

/-- The atom reached from `x` by following a sequence of `m` bonds. -/
def walkEnd : {m : ℕ} → Atom → (Fin m → Fin 4) → Atom
  | 0, x, _ => x
  | _ + 1, x, w => walkEnd (step x (w 0)) (fun j => w j.succ)

/-- The number of closed nearest-neighbour walks of `m` steps from atom `x`. -/
def closedWalks (m : ℕ) (x : Atom) : ℕ :=
  (univ.filter fun w : Fin m → Fin 4 => walkEnd x w = x).card

/-- The nearest-neighbour tight-binding Hamiltonian with hopping amplitude `t`. -/
noncomputable def hamiltonian (t : ℝ) (ψ : Atom → ℝ) (x : Atom) : ℝ := t * ∑ i, ψ (step x i)

/-- How many times bond type `i` occurs in a bond sequence. -/
def occ {n : ℕ} (u : Fin n → Fin 4) (i : Fin 4) : ℕ := ∑ j, if u j = i then 1 else 0

/-- The number of sequences of `n` bonds in which each bond type `i` occurs `k i` times. -/
def arrangements (n : ℕ) (k : Fin 4 → ℕ) : ℕ :=
  (univ.filter fun u : Fin n → Fin 4 => occ u = k).card

/-- The bonds of an A atom point along the four tetrahedral directions, those of a B atom
along the opposite ones. -/
theorem bond_vectors (x : Atom) (i : Fin 4) (a : Fin 3) :
    position (step x i) a - position x a =
      -sgn x.1 * (![![1, 1, 1], ![1, -1, -1], ![-1, 1, -1], ![-1, -1, 1]] :
        Fin 4 → Fin 3 → ℤ) i a := by
  obtain ⟨s, r⟩ := x
  cases s <;> fin_cases i <;> fin_cases a <;> simp [position, step, sgn, shift] <;> omega

/-- Two successive steps lead back to the same sublattice, displaced by the difference of the
two bond shifts. -/
theorem step_step (s : Bool) (r : Fin 3 → ℤ) (i j : Fin 4) :
    step (step (s, r) i) j = (s, fun a => r a + sgn s * (shift i a - shift j a)) := by
  cases s <;> refine Prod.ext rfl (funext fun a => ?_) <;>
    simp only [step, sgn, Bool.not_true, Bool.not_false] <;> ring

/-- Different bonds of an atom lead to different neighbours, and every bond can be retraced. -/
theorem step_neighbours (x : Atom) :
    Function.Injective (step x) ∧ ∀ i, step (step x i) i = x := by
  obtain ⟨s, r⟩ := x
  refine ⟨fun i j h => ?_, fun i => by rw [step_step]; simp⟩
  have key : ∀ i j : Fin 4, (∀ a, shift i a = shift j a) → i = j := by decide
  refine key i j fun a => ?_
  have h' : r a + sgn s * shift i a = r a + sgn s * shift j a :=
    congrFun (congrArg Prod.snd h) a
  cases s <;> simp only [sgn] at h' <;> omega

private lemma sum_cons {M : Type*} [AddCommMonoid M] {n : ℕ} (f : (Fin (n + 1) → Fin 4) → M) :
    ∑ w, f w = ∑ i : Fin 4, ∑ u : Fin n → Fin 4, f (Fin.cons i u) := by
  let e : (Fin (n + 1) → Fin 4) ≃ Fin 4 × (Fin n → Fin 4) :=
    { toFun := fun w => (w 0, fun j => w j.succ)
      invFun := fun p => Fin.cons p.1 p.2
      left_inv := fun w => Fin.cons_self_tail w
      right_inv := fun p => rfl }
  rw [← Fintype.sum_prod_type' (fun i u => f (Fin.cons i u))]
  exact Fintype.sum_equiv e _ _ fun w => congrArg f (Fin.cons_self_tail w).symm

private lemma occ_cons {n : ℕ} (i : Fin 4) (u : Fin n → Fin 4) (a : Fin 4) :
    occ (Fin.cons i u : Fin (n + 1) → Fin 4) a = (if i = a then 1 else 0) + occ u a := by
  unfold occ
  simp only [Fin.sum_univ_succ, Fin.cons_zero, Fin.cons_succ]

private lemma sum_occ {n : ℕ} (u : Fin n → Fin 4) : ∑ i, occ u i = n := by
  unfold occ
  rw [Finset.sum_comm]
  simp

/-- If the `k i` add up to `n`, the number of `n`-bond sequences with occupations `k`, times the
product of the `k i !`, is `n !`. -/
theorem arrangements_mul (n : ℕ) : ∀ k : Fin 4 → ℕ, ∑ i, k i = n →
    arrangements n k * ∏ i, (k i)! = n ! := by
  induction n with
  | zero =>
    intro k hk
    have h0 : ∀ i, k i = 0 := fun i => Finset.sum_eq_zero_iff.mp hk i (mem_univ i)
    have h1 : ∀ u : Fin 0 → Fin 4, occ u = k := fun u => by
      funext i
      simp [occ, h0]
    simp [arrangements, h1, h0]
  | succ n ih =>
    intro k hk
    -- sequences that start with bond `i` contribute `k i * n !`
    have key : ∀ i, (∑ u : Fin n → Fin 4,
        if occ (Fin.cons i u : Fin (n + 1) → Fin 4) = k then 1 else 0) * ∏ a, (k a)!
          = k i * n ! := by
      intro i
      rcases Nat.eq_zero_or_pos (k i) with h | h
      · have hne : ∀ u : Fin n → Fin 4, occ (Fin.cons i u : Fin (n + 1) → Fin 4) ≠ k := by
          intro u e
          have e' := congrFun e i
          rw [occ_cons, h, if_pos rfl] at e'
          omega
        simp [hne, h]
      · have hle : ∀ a, (if i = a then 1 else 0) ≤ k a := by
          intro a
          split_ifs with e
          · exact e ▸ h
          · exact Nat.zero_le _
        obtain ⟨k', hk'⟩ : ∃ k' : Fin 4 → ℕ, ∀ a, k a = (if i = a then 1 else 0) + k' a :=
          ⟨fun a => k a - (if i = a then 1 else 0), fun a => (Nat.add_sub_of_le (hle a)).symm⟩
        have h1 : ∀ u : Fin n → Fin 4,
            occ (Fin.cons i u : Fin (n + 1) → Fin 4) = k ↔ occ u = k' := fun u => by
          simp only [funext_iff, occ_cons, hk', add_right_inj]
        have hs : ∑ a, k' a = n := by
          simp only [hk', sum_add_distrib, sum_ite_eq, mem_univ, if_true] at hk
          omega
        have hf : ∀ a, (k a)! = (if i = a then k a else 1) * (k' a)! := by
          intro a
          rw [hk' a]
          split_ifs
          · rw [add_comm, Nat.factorial_succ]
          · simp
        have hp : ∏ a, (k a)! = k i * ∏ a, (k' a)! := by
          rw [Finset.prod_congr rfl fun a _ => hf a, prod_mul_distrib, prod_ite_eq,
            if_pos (mem_univ i)]
        have ih' := ih k' hs
        rw [arrangements, card_filter] at ih'
        rw [Finset.sum_congr rfl fun u _ => if_congr (h1 u) rfl rfl, hp, ← ih']
        ring
    rw [arrangements, card_filter, sum_cons, Finset.sum_mul,
      Finset.sum_congr rfl fun i _ => key i, ← Finset.sum_mul, hk, Nat.factorial_succ]

/-- Summing over walks of `2n` steps is summing over pairs of `n`-bond sequences, one for the
steps leaving the initial sublattice and one for the steps returning to it. -/
theorem sum_walkEnd (g : Atom → ℕ) (n : ℕ) : ∀ (s : Bool) (r : Fin 3 → ℤ),
    ∑ w : Fin (2 * n) → Fin 4, g (walkEnd (s, r) w) =
      ∑ u : Fin n → Fin 4, ∑ v : Fin n → Fin 4,
        g (s, fun a => r a + sgn s * ((occ u a.succ : ℤ) - occ v a.succ)) := by
  induction n with
  | zero =>
    intro s r
    change ∑ w : Fin 0 → Fin 4, g (walkEnd (s, r) w) = _
    simp [walkEnd, occ]
  | succ n ih =>
    intro s r
    have hshift : ∀ (i : Fin 4) (a : Fin 3), shift i a = if i = a.succ then 1 else 0 := by
      decide
    calc ∑ w : Fin (2 * n + 1 + 1) → Fin 4, g (walkEnd (s, r) w)
        = ∑ i, ∑ j, ∑ w : Fin (2 * n) → Fin 4, g (walkEnd (step (step (s, r) i) j) w) := by
          rw [sum_cons]
          refine Finset.sum_congr rfl fun i _ => ?_
          rw [sum_cons]
          rfl
      _ = ∑ i, ∑ j, ∑ u : Fin n → Fin 4, ∑ v : Fin n → Fin 4,
            g (s, fun a => r a + sgn s * (shift i a - shift j a)
              + sgn s * ((occ u a.succ : ℤ) - occ v a.succ)) := by
          simp only [step_step, ih]
      _ = _ := by
          rw [sum_cons]
          refine Finset.sum_congr rfl fun i _ => ?_
          rw [Finset.sum_comm]
          refine Finset.sum_congr rfl fun u _ => ?_
          rw [sum_cons]
          refine Finset.sum_congr rfl fun j _ => Finset.sum_congr rfl fun v _ => ?_
          refine congrArg g (Prod.ext rfl (funext fun a => ?_))
          simp only [occ_cons, hshift]
          push_cast
          ring

private lemma closed_iff {n : ℕ} (s : Bool) (r : Fin 3 → ℤ) (u v : Fin n → Fin 4) :
    ((s, fun a => r a + sgn s * ((occ u a.succ : ℤ) - occ v a.succ)) : Atom) = (s, r) ↔
      occ v = occ u := by
  constructor
  · intro h
    have h1 : ∀ a : Fin 3, occ u a.succ = occ v a.succ := by
      intro a
      have h' : r a + sgn s * ((occ u a.succ : ℤ) - occ v a.succ) = r a :=
        congrFun (congrArg Prod.snd h) a
      cases s <;> simp only [sgn] at h' <;> omega
    -- the fourth occupation is fixed by the total number of bonds
    have hu := sum_occ u
    have hv := sum_occ v
    rw [Fin.sum_univ_succ] at hu hv
    simp only [h1] at hu
    funext i
    refine Fin.cases ?_ (fun a => (h1 a).symm) i
    omega
  · intro h
    rw [h]
    simp

/-- The number of closed walks of `2n` steps from any atom of diamond is the sum of the squared
multinomial coefficients over all ways to write `n` as an ordered sum of four naturals. -/
theorem closedWalks_even (n : ℕ) (x : Atom) :
    closedWalks (2 * n) x =
      ∑ k ∈ piAntidiag (univ : Finset (Fin 4)) n, (n ! / ∏ i, (k i)!) ^ 2 := by
  obtain ⟨s, r⟩ := x
  rw [closedWalks, card_filter, sum_walkEnd (fun y => if y = (s, r) then 1 else 0) n s r]
  simp only [closed_iff]
  -- group the outgoing sequences by their occupations
  have h1 : ∀ u : Fin n → Fin 4, (∑ v : Fin n → Fin 4, if occ v = occ u then 1 else 0) =
      ∑ k ∈ piAntidiag (univ : Finset (Fin 4)) n,
        if occ u = k then arrangements n k else 0 := by
    intro u
    have hm : occ u ∈ piAntidiag (univ : Finset (Fin 4)) n :=
      mem_piAntidiag.mpr ⟨sum_occ u, fun i _ => mem_univ i⟩
    rw [Finset.sum_ite_eq, if_pos hm, arrangements, card_filter]
  rw [Finset.sum_congr rfl fun u _ => h1 u, Finset.sum_comm]
  refine Finset.sum_congr rfl fun k hk => ?_
  have hpos : 0 < ∏ i, (k i)! := Finset.prod_pos fun i _ => Nat.factorial_pos _
  have hq : n ! / ∏ i, (k i)! = arrangements n k := by
    rw [← arrangements_mul n k (mem_piAntidiag.mp hk).1]
    exact Nat.mul_div_cancel _ hpos
  rw [hq, ← Finset.sum_filter, Finset.sum_const, smul_eq_mul, sq]
  rfl

/-- No walk with an odd number of steps returns to its starting atom. -/
theorem closedWalks_odd (n : ℕ) (x : Atom) : closedWalks (2 * n + 1) x = 0 := by
  have h : ∀ (n : ℕ) (x : Atom) (w : Fin (2 * n + 1) → Fin 4), (walkEnd x w).1 = !x.1 := by
    intro n
    induction n with
    | zero => exact fun x w => rfl
    | succ n ih =>
      intro x w
      have h2 := ih (step (step x (w 0)) (w 1)) (fun j => w j.succ.succ)
      have h3 : (step (step x (w 0)) (w 1)).1 = x.1 := Bool.not_not x.1
      rw [h3] at h2
      exact h2
  rw [closedWalks, Finset.card_eq_zero, Finset.filter_eq_empty_iff]
  intro w _ hw
  have h' := h n x w
  rw [hw] at h'
  cases hx : x.1 <;> simp [hx] at h'

/-- The `m`-th moment of the Hamiltonian at atom `x` is `t ^ m` times the number of closed
walks of `m` steps. -/
theorem moment_eq_closedWalks (t : ℝ) (m : ℕ) (x : Atom) :
    (hamiltonian t)^[m] (Pi.single x 1) x = t ^ m * closedWalks m x := by
  have h : ∀ (m : ℕ) (ψ : Atom → ℝ) (y : Atom),
      (hamiltonian t)^[m] ψ y = t ^ m * ∑ w : Fin m → Fin 4, ψ (walkEnd y w) := by
    intro m ψ
    induction m with
    | zero => intro y; simp [walkEnd]
    | succ m ih =>
      intro y
      rw [Function.iterate_succ_apply', hamiltonian, sum_cons]
      simp only [ih]
      rw [← Finset.mul_sum, pow_succ', mul_assoc]
      rfl
  rw [h, closedWalks, card_filter]
  push_cast
  simp only [Pi.single_apply]

/-- In the one-orbital nearest-neighbour model on the diamond lattice, with zero on-site energy, the
even moments of the Hamiltonian at any atom are `t ^ (2n)` times the sum of squared multinomial
coefficients, and the odd moments vanish. -/
theorem diamond_moments (t : ℝ) (n : ℕ) (x : Atom) :
    (hamiltonian t)^[2 * n] (Pi.single x 1) x = t ^ (2 * n) *
      ((∑ k ∈ piAntidiag (univ : Finset (Fin 4)) n, (n ! / ∏ i, (k i)!) ^ 2 : ℕ) : ℝ) ∧
    (hamiltonian t)^[2 * n + 1] (Pi.single x 1) x = 0 := by
  constructor
  · rw [moment_eq_closedWalks, closedWalks_even]
  · rw [moment_eq_closedWalks, closedWalks_odd, Nat.cast_zero, mul_zero]

end DiamondMoments
```

```lean
#print axioms DiamondMoments.bond_vectors
#print axioms DiamondMoments.step_neighbours
#print axioms DiamondMoments.closedWalks_even
#print axioms DiamondMoments.diamond_moments
```

```
'DiamondMoments.bond_vectors' depends on axioms: [propext, Classical.choice, Quot.sound]
'DiamondMoments.step_neighbours' depends on axioms: [propext, Quot.sound]
'DiamondMoments.closedWalks_even' depends on axioms: [propext, Classical.choice, Quot.sound]
'DiamondMoments.diamond_moments' depends on axioms: [propext, Classical.choice, Quot.sound]
```

## How the code describes the crystal

`Atom` is the pair $(s,r)$, with `false` for A and `true` for B. `step` is the move along a bond, and `shift` and `sgn` hold $d_i$ and $\sigma_s$. The link to real space is `bond_vectors`: in units of a quarter of the cubic lattice constant, the bonds of an A atom are $(1,1,1)$, $(1,-1,-1)$, $(-1,1,-1)$ and $(-1,-1,1)$, and those of a B atom are their negatives.

A walk is a function `Fin m → Fin 4`, that is, a list of bond labels. By `step_neighbours`, different labels lead to different neighbours, so counting label sequences counts walks on the graph. The same theorem says that a second step along the same bond label leads back, which makes the hopping symmetric.

In `closedWalks_even`, the set `piAntidiag univ n` contains the functions `k : Fin 4 → ℕ` with total $n$. The division is between natural numbers, and it is exact. In `diamond_moments`, the moment is written as `(hamiltonian t)^[m] (Pi.single x 1) x` with `m` equal to `2 * n` or `2 * n + 1`: apply $H$ repeatedly to a unit amplitude at $x$ and read off the amplitude at $x$. The hopping `t` is any real number.

The lattice is infinite, and all bonds have the same amplitude. On-site energies, further-neighbour hopping and several orbitals per atom are not covered. The density of states itself is not constructed; the theorem concerns the matrix elements that are its moments.

## How the proof follows the derivation

`step_step` is the two-step displacement. `sum_cons` splits a sum over sequences into a sum over the first bond and a sum over the rest, `occ_cons` updates the occupations accordingly, and `sum_occ` says that they add up to the length.

`sum_walkEnd` carries out the split into $u$ and $v$ for an arbitrary natural-number-valued function `g` of the end point. Its `calc` block peels off two bonds, applies the induction hypothesis, and then reorders the sums so that the first bond joins `u` and the second joins `v`. Taking `g` to be 1 at the starting atom and 0 elsewhere turns the sum into the count of closed walks.

`closed_iff` is the closure condition. The three cell coordinates give three equalities, and `omega` obtains the fourth from the two totals.

`arrangements_mul` is the induction for $W_n(k)$, and its inner statement `key` is the contribution $k_i\,n!$ of the sequences that begin with bond $i$. It assumes `∑ i, k i = n`. Without this hypothesis it fails already for $n=1$ and $k=(0,0,0,0)$: no one-bond sequence has these occupations, so the left side is 0, while $1!=1$.

`closedWalks_even` groups the sequences `u` by occupation and replaces each count by the multinomial coefficient. `closedWalks_odd` follows the sublattice label, two steps at a time. `moment_eq_closedWalks` proves the expansion of $H^m$ over walks for every amplitude before specialising to a single atom, and `diamond_moments` combines the three results.
